# Low-frequency friction from a wide-band Lorentzian level equals π(dn/dx)² at zero temperature

Take one electronic level on a metal surface, broadened to half-width 1, with the Fermi level at energy zero. Set $\hbar=1$, count one spin channel, and let the level energy equal the nuclear coordinate $x$. When the nucleus sits at $x=0$, the density of states is $A(E)=1/(\pi(1+E^2))$.

A slow vibration of frequency $w>0$ can lift an electron from an energy $E$ in $[-w,0]$ to $E+w$, which lies in $[0,w]$. Both energies are within $w$ of zero, so

$$\frac{1}{\pi^2(1+w^2)^2}\;\le\;\frac1w\int_{-w}^{0}A(E)\,A(E+w)\,dE\;\le\;\frac1{\pi^2}.$$

As $w$ falls to 0, the middle term tends to $1/\pi^2=A(0)^2$. The friction is $\pi$ times this term, so it tends to $1/\pi$.

The static occupation of the level is $n(x)=\tfrac12-\arctan(x)/\pi$, with slope $n'(0)=-1/\pi$. Hence $\pi\,n'(0)^2=1/\pi$ as well. The low-frequency friction and the slope of the static occupation are linked because both are fixed by the density of states at the Fermi level. For non-interacting electrons, the same relation holds for any half-width that stays constant as the nucleus moves, any level position and any differentiable level energy.

```lean
import Mathlib

open Real Filter Topology MeasureTheory

namespace WideBandFriction

noncomputable section
```

## The level, its occupation and its friction

A level at energy $e$, coupled with equal strength to all energies of an infinitely wide, flat band, has the density of states

$$A(E)=\frac{D}{\pi\left((E-e)^2+D^2\right)},\qquad D>0.$$

Here $D$ is the half-width at half maximum, the constant broadening that the wide-band limit supplies.

```lean
/-- Density of states at energy `E` of a level at energy `e` with half-width `D`. -/
def lorentzian (D e E : ℝ) : ℝ := D / (π * ((E - e) ^ 2 + D ^ 2))
```

At zero temperature all states up to the Fermi level are filled, so the occupation is

$$n(e)=\int_{-\infty}^{0}A(E)\,dE.$$

```lean
/-- Zero-temperature occupation of the level: its density of states integrated up to the
Fermi level at energy zero. -/
def occupation (D e : ℝ) : ℝ := ∫ E in Set.Iic 0, lorentzian D e E
```

The number of ways to create an electron-hole pair of energy $w$ is a joint density of filled and empty states. Divided by $w$, it is

$$P(w)=\frac1w\int_{-w}^{0}A(E)\,A(E+w)\,dE.$$

The Lean definition accepts any function `A`, which later allows the limit to be proved without reference to the Lorentzian.

```lean
/-- Density of electron-hole pairs of energy `w`, divided by `w`, for a density of states `A`
filled up to energy zero. -/
def pairSpectrum (A : ℝ → ℝ) (w : ℝ) : ℝ := (1 / w) * ∫ E in (-w)..0, A E * A (E + w)
```

Let $g$ be the slope of the level energy along the nuclear coordinate. A vibration $x_0\cos wt$ about a fixed position then perturbs the level by $g\,x_0\cos wt$. With $\hbar=1$, the golden rule gives the absorbed power

$$w\cdot 2\pi\left(\frac{g x_0}{2}\right)^2\int_{-w}^{0}A(E)A(E+w)\,dE.$$

A friction coefficient $\gamma$ dissipates $\gamma w^2x_0^2/2$ on average. Equating the two gives

$$\gamma(w)=\pi g^2P(w).$$

This golden-rule argument motivates the formula, which the code takes as the definition of friction.

```lean
/-- Electronic friction at frequency `w` (with `ħ = 1`) for a level at energy `e` whose energy
changes with slope `g` along the nuclear coordinate. -/
def friction (D e g w : ℝ) : ℝ := π * g ^ 2 * pairSpectrum (lorentzian D e) w
```

The model is a single non-interacting level in one spin channel at zero temperature, with one nuclear coordinate. The width $D$ stays the same as the nucleus moves; only the level energy changes.

## Occupation as an arctangent

Dividing numerator and denominator by $D^2$ puts the density of states in the reduced energy $(E-e)/D$:

$$A(E)=\frac{1}{\pi D}\,\frac{1}{1+\left(\frac{E-e}{D}\right)^2}.$$

```lean
/-- The density of states written in the reduced energy `(E - e) / D`. -/
theorem lorentzian_eq {D : ℝ} (hD : 0 < D) (e E : ℝ) :
    lorentzian D e E = 1 / (π * D) * (1 + ((E - e) / D) ^ 2)⁻¹ := by
  have hS : (E - e) ^ 2 + D ^ 2 ≠ 0 := by positivity
  have h : 1 + ((E - e) / D) ^ 2 = ((E - e) ^ 2 + D ^ 2) / D ^ 2 := by
    rw [div_pow, add_div, div_self (pow_ne_zero 2 hD.ne')]
    ring
  rw [h, inv_div]
  unfold lorentzian
  field_simp
```

This is the form in which Mathlib states the derivative of the arctangent, so later proofs rewrite with `lorentzian_eq` before they compare derivatives. In its own proof, `positivity` shows that the denominator is nonzero and `field_simp` clears the fractions.

The function $1/(1+u^2)$ is integrable over the real line. Scaling $u$ by $D$, shifting by $e$ and multiplying by a constant all preserve this, so $A$ is integrable.

```lean
/-- The density of states is integrable over all energies. -/
theorem integrable_lorentzian {D : ℝ} (hD : 0 < D) (e : ℝ) :
    Integrable (lorentzian D e) := by
  have h : lorentzian D e = fun E => 1 / (π * D) * (1 + ((E - e) / D) ^ 2)⁻¹ :=
    funext (lorentzian_eq hD e)
  rw [h]
  exact ((integrable_inv_one_add_sq.comp_div hD.ne').comp_sub_right e).const_mul _
```

The last line of the proof carries out these operations in that order: `comp_div`, `comp_sub_right`, `const_mul`.

By the chain rule,

$$\frac{d}{dE}\,\frac1\pi\arctan\frac{E-e}{D}=\frac{1}{\pi D}\,\frac{1}{1+\left(\frac{E-e}{D}\right)^2}=A(E).$$

The antiderivative tends to $-\tfrac12$ as $E\to-\infty$, and at $E=0$ it is $-\arctan(e/D)/\pi$. Therefore

$$n(e)=-\frac1\pi\arctan\frac eD-\left(-\frac12\right)=\frac12-\frac1\pi\arctan\frac eD.$$

```lean
/-- The occupation of the level is `1/2 - arctan (e / D) / π`. -/
theorem occupation_eq {D : ℝ} (hD : 0 < D) (e : ℝ) :
    occupation D e = 1 / 2 - arctan (e / D) / π := by
  -- the antiderivative of the density of states
  have hder : ∀ E : ℝ,
      HasDerivAt (fun E => arctan ((E - e) / D) / π) (lorentzian D e E) E := by
    intro E
    have h := ((((hasDerivAt_id' E).sub_const e).div_const D).arctan).div_const π
    exact h.congr_deriv (by rw [lorentzian_eq hD]; ring)
  -- its value far below the Fermi level
  have h1 : Tendsto (fun E : ℝ => E - e) atBot atBot := by
    simpa only [sub_eq_add_neg, id_eq] using
      tendsto_atBot_add_const_right atBot (-e) tendsto_id
  have hlim : Tendsto (fun E => arctan ((E - e) / D) / π) atBot (𝓝 (-(π / 2) / π)) :=
    ((tendsto_arctan_atBot.mono_right nhdsWithin_le_nhds).comp
      (h1.atBot_div_const hD)).div_const π
  unfold occupation
  rw [integral_Iic_of_hasDerivAt_of_tendsto' (fun E _ => hder E)
    (integrable_lorentzian hD e).integrableOn hlim]
  have h2 : (0 - e) / D = -(e / D) := by ring
  have h3 : -(π / 2) / π = -(1 / 2) := by
    have := pi_ne_zero
    field_simp
  rw [h2, arctan_neg, h3]
  ring
```

In the proof, `hder` is the derivative and `hlim` the limit at $-\infty$. The lemma `integral_Iic_of_hasDerivAt_of_tendsto'` is the fundamental theorem of calculus on a half-line. It needs both of these and the integrability established above. What remains is the oddness of the arctangent and some algebra.

Differentiating the closed form with respect to the level energy gives

$$\frac{dn}{de}=-\frac{1}{\pi D}\,\frac{1}{1+(e/D)^2}=-A(0).$$

Raising the level by $de$ shifts the whole Lorentzian rigidly, and a weight $A(0)\,de$ crosses the Fermi level and empties.

```lean
/-- Raising the level changes its occupation at the rate `-A(0)`, minus the density of states
at the Fermi level. -/
theorem hasDerivAt_occupation {D : ℝ} (hD : 0 < D) (e : ℝ) :
    HasDerivAt (occupation D) (-lorentzian D e 0) e := by
  have hn : occupation D = fun e => 1 / 2 - arctan (e / D) / π := funext (occupation_eq hD)
  rw [hn]
  have h := ((((hasDerivAt_id' e).div_const D).arctan).div_const π).const_sub (1 / 2)
  have h2 : (0 - e) / D = -(e / D) := by ring
  exact h.congr_deriv (by rw [lorentzian_eq hD, h2, neg_sq]; ring)
```

The statement uses `HasDerivAt`, which says that the derivative exists and has the given value. The proof differentiates the arctangent formula, and `congr_deriv` identifies the result with `-lorentzian D e 0`.

## The pair spectrum at vanishing energy

Let $A$ be any continuous density of states and let $\eta>0$. The function $(E,w)\mapsto A(E)A(E+w)$ is continuous at $(0,0)$, where its value is $A(0)^2$. So there is a $\delta>0$ such that

$$\left|A(E)A(E+w)-A(0)^2\right|<\frac\eta2\quad\text{whenever } |E|<\delta \text{ and } |w|<\delta.$$

If $0<w<\delta$, every $E$ in the window $[-w,0]$ satisfies this condition. The window has length $w$, hence

$$\left|P(w)-A(0)^2\right|=\frac1w\left|\int_{-w}^{0}\left(A(E)A(E+w)-A(0)^2\right)dE\right|\le\frac1w\cdot\frac\eta2\,w=\frac\eta2<\eta.$$

```lean
/-- For any continuous density of states `A`, the pair spectrum tends to `A(0)²` as the pair
energy falls to zero. -/
theorem pairSpectrum_tendsto {A : ℝ → ℝ} (hA : Continuous A) :
    Tendsto (pairSpectrum A) (𝓝[>] 0) (𝓝 (A 0 ^ 2)) := by
  rw [Metric.tendsto_nhdsWithin_nhds]
  intro η hη
  have hF : Continuous (fun p : ℝ × ℝ => A p.1 * A (p.1 + p.2)) := by fun_prop
  obtain ⟨δ, hδ, h⟩ := Metric.continuousAt_iff.1
    (hF.continuousAt (x := ((0 : ℝ), (0 : ℝ)))) (η / 2) (half_pos hη)
  refine ⟨δ, hδ, ?_⟩
  intro w hw hwδ
  have hw0 : 0 < w := hw
  rw [Real.dist_eq, sub_zero, abs_of_pos hw0] at hwδ
  -- inside the window the integrand differs from `A(0)²` by at most `η / 2`
  have hb : ‖∫ E in (-w)..0, (A E * A (E + w) - A 0 ^ 2)‖ ≤ η / 2 * |0 - (-w)| := by
    apply intervalIntegral.norm_integral_le_of_norm_le_const
    intro E hE
    rw [Set.uIoc_of_le (by linarith)] at hE
    have hd : dist (E, w) ((0 : ℝ), (0 : ℝ)) < δ := by
      rw [Prod.dist_eq]
      refine max_lt ?_ ?_
      · show dist E 0 < δ
        rw [Real.dist_eq, sub_zero, abs_lt]
        constructor <;> linarith [hE.1, hE.2]
      · show dist w 0 < δ
        rw [Real.dist_eq, sub_zero, abs_of_pos hw0]
        exact hwδ
    have h' := h hd
    simp only [Real.dist_eq, add_zero] at h'
    rw [Real.norm_eq_abs, sq]
    exact h'.le
  have hi : IntervalIntegrable (fun E => A E * A (E + w)) volume (-w) 0 :=
    Continuous.intervalIntegrable (by fun_prop) _ _
  have hz : 0 - (-w) = w := by ring
  rw [intervalIntegral.integral_sub hi (continuous_const.intervalIntegrable _ _),
    intervalIntegral.integral_const, smul_eq_mul, Real.norm_eq_abs, hz,
    abs_of_pos hw0] at hb
  have hs : pairSpectrum A w - A 0 ^ 2
      = ((∫ E in (-w)..0, A E * A (E + w)) - w * A 0 ^ 2) / w := by
    unfold pairSpectrum
    field_simp
  rw [Real.dist_eq, hs, abs_div, abs_of_pos hw0, div_lt_iff₀ hw0]
  have := mul_pos hη hw0
  linarith
```

The filter `𝓝[>] 0` means that $w$ approaches zero through positive values, as a pair energy must. The bound on the integral is `hb`, obtained from `norm_integral_le_of_norm_le_const`: an integral is at most the bound on its integrand times the length of the interval. The identity `hs` then moves $A(0)^2$ under the common denominator $w$.

The device on which this proof turns is the treatment of $E$ and $w$ as one point of the plane. The integrand depends on $w$ as well as on $E$, so continuity in $E$ at each fixed $w$ would give a $\delta$ that might shrink with $w$. Continuity of `hF` on `ℝ × ℝ` gives a single $\delta$ for both variables. Mathlib measures distance in a product by the larger of the two coordinate distances, as `Prod.dist_eq` states. The ball of radius $\delta$ is therefore a square, and `max_lt` splits membership in it into the two inequalities $|E|<\delta$ and $|w|<\delta$. The first follows from $-w<E\le0$ together with $w<\delta$, the second from $0<w<\delta$ alone.

Continuity matters at the Fermi level itself. Let $A(E)=1$ for $-1\le E\le0$ and $A(E)=0$ elsewhere, a band whose upper edge coincides with the Fermi level. For $-w<E<0$ the final energy $E+w$ is positive, where there are no states, so the integrand vanishes throughout the open window. Then $P(w)=0$ for every $w>0$, while $A(0)^2=1$.

## Friction from the slope of the occupation

Now let the level energy be a function $\varepsilon(x)$ of the nuclear coordinate, with derivative $g$ at the position $x$. The density of states is evaluated with the level at $e=\varepsilon(x)$. Multiplying the previous limit by the constant $\pi g^2$ gives

$$\lim_{w\to0^+}\gamma(w)=\pi g^2A(0)^2.$$

Along the nuclear path the occupation is $n(\varepsilon(x))$, and the chain rule gives

$$\frac{dn}{dx}=\frac{dn}{de}\,\frac{d\varepsilon}{dx}=-A(0)\,g.$$

The sign disappears on squaring:

$$\pi g^2A(0)^2=\pi\left(\frac{dn}{dx}\right)^2.$$

```lean
/-- For a level energy `ε` with slope `g` at the nuclear position `x`, the friction tends to
`π g² A(0)²` at low frequency, and this limit equals `π (dn/dx)²`. -/
theorem friction_tendsto {D : ℝ} (hD : 0 < D) {ε : ℝ → ℝ} {g x : ℝ}
    (hε : HasDerivAt ε g x) :
    Tendsto (friction D (ε x) g) (𝓝[>] 0) (𝓝 (π * g ^ 2 * lorentzian D (ε x) 0 ^ 2)) ∧
      π * g ^ 2 * lorentzian D (ε x) 0 ^ 2
        = π * (deriv (fun y => occupation D (ε y)) x) ^ 2 := by
  constructor
  · have hc : Continuous (lorentzian D (ε x)) := by
      show Continuous (fun E => D / (π * ((E - ε x) ^ 2 + D ^ 2)))
      exact Continuous.div continuous_const (by fun_prop) (fun E => by positivity)
    exact (pairSpectrum_tendsto hc).const_mul (π * g ^ 2)
  · -- chain rule for the occupation along the nuclear path
    have h : HasDerivAt (fun y => occupation D (ε y)) (-lorentzian D (ε x) 0 * g) x :=
      (hasDerivAt_occupation hD (ε x)).comp x hε
    rw [h.deriv]
    ring
```

The hypothesis `hε : HasDerivAt ε g x` requires differentiability only at the position considered and ties $g$ to the actual slope there. The conclusion has two parts joined by `∧`. The first is the limit of `friction D (ε x) g`, with the nucleus held at $x$ while $w$ falls to zero. The second is the equality of that limit with $\pi(dn/dx)^2$, where the occupation is differentiated as the function `fun y => occupation D (ε y)`.

For the first part, the proof checks that the Lorentzian is continuous, its denominator being positive for every $E$, and applies the general limit. For the second, `comp` is the chain rule, and `h.deriv` replaces the `deriv` in the statement by the value just found.

For molecular dynamics with electronic friction, this means that the low-frequency coefficient of this non-interacting, fixed-width, zero-temperature model can be computed from the static occupation along the path, without evaluating the pair spectrum.

## Largest friction at the Fermi level

Inserting the Lorentzian gives the low-frequency limit of the friction

$$\pi g^2A(0)^2=\frac{g^2D^2}{\pi(e^2+D^2)^2}.$$

Its shortfall from the value at $e=0$ is

$$\frac{g^2}{\pi D^2}-\pi g^2A(0)^2=\frac{g^2e^2(e^2+2D^2)}{\pi D^2(e^2+D^2)^2}\ge0.$$

For $g\ne0$ every factor on the right except $e^2$ is strictly positive, so the shortfall vanishes exactly when $e=0$. At a given slope and width, the low-frequency friction is thus largest when the level crosses the Fermi level. If $g=0$, both sides of the bound are zero at every $e$, and equality no longer singles out the crossing.

```lean
/-- For a nonzero slope `g`, the low-frequency friction is at most `g² / (π D²)`, and this value is
reached exactly when the level lies at the Fermi level. -/
theorem static_friction_le {D g : ℝ} (hD : 0 < D) (hg : g ≠ 0) (e : ℝ) :
    π * g ^ 2 * lorentzian D e 0 ^ 2 ≤ g ^ 2 / (π * D ^ 2) ∧
      (π * g ^ 2 * lorentzian D e 0 ^ 2 = g ^ 2 / (π * D ^ 2) ↔ e = 0) := by
  have hS : e ^ 2 + D ^ 2 ≠ 0 := by positivity
  -- the shortfall from the maximal value
  have key : g ^ 2 / (π * D ^ 2) - π * g ^ 2 * lorentzian D e 0 ^ 2
      = g ^ 2 * e ^ 2 * (e ^ 2 + 2 * D ^ 2) / (π * D ^ 2 * (e ^ 2 + D ^ 2) ^ 2) := by
    unfold lorentzian
    rw [zero_sub, neg_sq]
    field_simp
    ring
  refine ⟨?_, ?_, ?_⟩
  · have : 0 ≤ g ^ 2 * e ^ 2 * (e ^ 2 + 2 * D ^ 2) / (π * D ^ 2 * (e ^ 2 + D ^ 2) ^ 2) := by
      positivity
    linarith
  · intro h
    by_contra he
    have : 0 < g ^ 2 * e ^ 2 * (e ^ 2 + 2 * D ^ 2) / (π * D ^ 2 * (e ^ 2 + D ^ 2) ^ 2) := by
      positivity
    linarith
  · intro he
    have : g ^ 2 * e ^ 2 * (e ^ 2 + 2 * D ^ 2) / (π * D ^ 2 * (e ^ 2 + D ^ 2) ^ 2) = 0 := by
      rw [he]
      simp
    linarith

end

end WideBandFriction
```

The identity for the shortfall is `key`. In each of the three parts that follow, the sign or the vanishing of its right-hand side is established first, by `positivity` or `simp`, and `linarith` transfers it to the friction.

```lean
#print axioms WideBandFriction.friction_tendsto
#print axioms WideBandFriction.static_friction_le
```

```
'WideBandFriction.friction_tendsto' depends on axioms: [propext, Classical.choice, Quot.sound]
'WideBandFriction.static_friction_le' depends on axioms: [propext, Classical.choice, Quot.sound]
```
